# McWeeny purification sends every complex eigenvalue of modulus below (√17 − 3)/4 to zero

Q: You write the trial density matrix as P = S diag(d) T, with S and T square complex matrices satisfying TS = 1. A density matrix in a calculation is just an array of numbers. Why build its eigenvectors into the description?

A: Because without Hermiticity, the left eigenvectors need not be the conjugate transposes of the right ones, so the description keeps both. The columns of S are the right eigenvectors, the rows of T are the left ones, and TS = 1 is their biorthonormality. The entries d_i are the eigenvalues, which may be complex. The description covers every finite diagonalizable matrix, Hermitian or not, and excludes defective ones. Here S is not an overlap matrix: the basis is taken to be orthonormal, and occupations are counted per spin orbital, so that a filled state has eigenvalue one.

```lean
import Mathlib

open Matrix Filter Topology

namespace McWeenyComplexBasin

noncomputable section
```

Q: And the purification step? Eigenvalues are numbers and P is a matrix.

A: The polynomial

f(x) = 3x² − 2x³

makes sense in any ring, so `mcWeeny` is defined once and used for both. For matrices the powers are matrix products. The iterates are z_0 = z and z_{n+1} = f(z_n), and Lean writes z_n as `mcWeeny^[n] z`.

```lean
/-- The McWeeny purification step `3x² - 2x³`, for a single eigenvalue or for a whole matrix. -/
def mcWeeny {R : Type*} [Ring R] (x : R) : R := 3 * x ^ 2 - 2 * x ^ 3
```

Q: Where does the radius come from?

A: Call it r. In the worst case the two terms of f add in modulus, and a number of modulus r is sent to one of modulus 3r² + 2r³. Setting this equal to r and dividing by r gives

2r² + 3r = 1,

whose positive root is (√17 − 3)/4, about 0.28.

```lean
/-- The radius `(√17 - 3)/4` of the disc of safely purified eigenvalues. -/
def basinRadius : ℝ := (√17 - 3) / 4
```

Q: What should the purified matrix be?

A: The same eigenvectors with occupations one and zero. The finite set `occ` lists the indices i of the states to be filled, and `occupiedProjector S T occ` is S D T, where D is diagonal with 1 on `occ` and 0 elsewhere.

```lean
/-- The product `S * D * T`, where `D` is diagonal with one on `occ` and zero elsewhere. If `T * S =
1`, the columns of `S` are right eigenvectors of it, the rows of `T` are left eigenvectors, and the
diagonal entries of `D` are the eigenvalues. -/
def occupiedProjector {ι : Type*} [Fintype ι] [DecidableEq ι]
    (S T : Matrix ι ι ℂ) (occ : Finset ι) : Matrix ι ι ℂ :=
  S * diagonal (fun i => if i ∈ occ then (1 : ℂ) else 0) * T
```

Q: Start with the numbers, then. Is that root exact?

A: Yes. Squaring gives r² = (13 − 3√17)/8, so

2r² + 3r = (13 − 3√17)/4 + (3√17 − 9)/4 = 1.

Lean gets this from (√17)² = 17. It also records r > 1/5, which supplies positivity later.

```lean
/-- The basin radius exceeds `1/5` and solves `2r² + 3r = 1`. -/
theorem basinRadius_spec :
    1 / 5 < basinRadius ∧ 2 * basinRadius ^ 2 + 3 * basinRadius = 1 := by
  have h : √(17 : ℝ) ^ 2 = 17 := Real.sq_sqrt (by norm_num)
  have h0 : 0 ≤ √(17 : ℝ) := Real.sqrt_nonneg _
  unfold basinRadius
  constructor
  · nlinarith
  · linear_combination h / 8
```

Q: Now show me one purification step on a complex eigenvalue.

A: Let |z| ≤ r. The triangle inequality gives

|f(z)| ≤ 3|z|² + 2|z|³.

Multiply by r, and replace the one remaining factor |z| by r:

r|f(z)| ≤ |z|²(3r + 2r|z|) ≤ |z|²(3r + 2r²) = |z|².

In the proof, `norm_sub_le` is the triangle inequality, `gcongr` makes the replacement, and the final `linear_combination` uses the equation for r.

```lean
/-- Inside the closed disc, one purification step squares the modulus of an eigenvalue
measured in units of the radius, or does better. -/
theorem step_bound {z : ℂ} (hz : ‖z‖ ≤ basinRadius) :
    basinRadius * ‖mcWeeny z‖ ≤ ‖z‖ ^ 2 := by
  obtain ⟨h5, hq⟩ := basinRadius_spec
  have hr : 0 < basinRadius := by linarith
  have h : ‖mcWeeny z‖ ≤ 3 * ‖z‖ ^ 2 + 2 * ‖z‖ ^ 3 := by
    calc ‖mcWeeny z‖ ≤ ‖3 * z ^ 2‖ + ‖2 * z ^ 3‖ := norm_sub_le _ _
      _ = 3 * ‖z‖ ^ 2 + 2 * ‖z‖ ^ 3 := by simp [norm_pow]
  calc basinRadius * ‖mcWeeny z‖
      ≤ basinRadius * (3 * ‖z‖ ^ 2 + 2 * ‖z‖ ^ 3) := mul_le_mul_of_nonneg_left h hr.le
    _ = ‖z‖ ^ 2 * (3 * basinRadius + 2 * basinRadius * ‖z‖) := by ring
    _ ≤ ‖z‖ ^ 2 * (3 * basinRadius + 2 * basinRadius * basinRadius) := by gcongr
    _ = ‖z‖ ^ 2 := by linear_combination ‖z‖ ^ 2 * hq
```

Q: So the modulus, measured in units of r, is at least squared towards zero. Does that survive iteration?

A: It does, because the iterates stay in the disc. Put q = |z|/r ≤ 1. The claim is

|z_n| ≤ r q^(2^n).

At n = 0 both sides equal |z|. If the bound holds at n, then |z_n| ≤ r, so the one-step bound applies again:

r|z_{n+1}| ≤ |z_n|² ≤ r² q^(2^(n+1)).

Dividing by r completes the induction. In Lean, `hin` is the statement that z_n is still in the disc, and `le_of_mul_le_mul_left` does the division.

```lean
/-- Starting in the closed disc, after `n` steps the modulus, in units of the radius, is at most its
initial value raised to the power `2^n`. -/
theorem quadratic_bound {z : ℂ} (hz : ‖z‖ ≤ basinRadius) (n : ℕ) :
    ‖mcWeeny^[n] z‖ ≤ basinRadius * (‖z‖ / basinRadius) ^ (2 ^ n) := by
  have hr : 0 < basinRadius := by linarith [basinRadius_spec.1]
  have hne : basinRadius ≠ 0 := hr.ne'
  have hq0 : 0 ≤ ‖z‖ / basinRadius := div_nonneg (norm_nonneg _) hr.le
  have hq1 : ‖z‖ / basinRadius ≤ 1 := (div_le_one hr).2 hz
  induction n with
  | zero =>
    have h : basinRadius * (‖z‖ / basinRadius) = ‖z‖ := by field_simp
    simp only [Function.iterate_zero, id_eq, pow_zero, pow_one]
    exact h.ge
  | succ n ih =>
    rw [Function.iterate_succ_apply']
    -- the iterate is still in the disc, so the one-step bound applies again
    have hin : ‖mcWeeny^[n] z‖ ≤ basinRadius :=
      ih.trans (mul_le_of_le_one_right hr.le (pow_le_one₀ hq0 hq1))
    refine le_of_mul_le_mul_left ?_ hr
    calc basinRadius * ‖mcWeeny (mcWeeny^[n] z)‖
        ≤ ‖mcWeeny^[n] z‖ ^ 2 := step_bound hin
      _ ≤ (basinRadius * (‖z‖ / basinRadius) ^ (2 ^ n)) ^ 2 :=
          pow_le_pow_left₀ (norm_nonneg _) ih 2
      _ = basinRadius * (basinRadius * (‖z‖ / basinRadius) ^ (2 ^ (n + 1))) := by
          rw [pow_succ 2 n, pow_mul]; ring
```

Q: That allows |z| = r, where the bound says nothing about a limit.

A: Right, so the limit theorem takes |z| < r. Then q < 1, and since 2^n ≥ n,

|z_n| ≤ r q^(2^n) ≤ r q^n → 0.

The proof is this squeeze, through `squeeze_zero_norm`.

```lean
/-- A complex eigenvalue of modulus below `(√17 - 3)/4` is driven to zero by McWeeny
purification. -/
theorem tendsto_empty {z : ℂ} (hz : ‖z‖ < basinRadius) :
    Tendsto (fun n => mcWeeny^[n] z) atTop (𝓝 0) := by
  have hr : 0 < basinRadius := by linarith [basinRadius_spec.1]
  have hq0 : 0 ≤ ‖z‖ / basinRadius := div_nonneg (norm_nonneg _) hr.le
  have hq1 : ‖z‖ / basinRadius < 1 := (div_lt_one hr).2 hz
  have hlim := (tendsto_pow_atTop_nhds_zero_of_lt_one hq0 hq1).const_mul basinRadius
  rw [mul_zero] at hlim
  refine squeeze_zero_norm (fun n => (quadratic_bound hz.le n).trans ?_) hlim
  exact mul_le_mul_of_nonneg_left
    (pow_le_pow_of_le_one hq0 hq1.le Nat.lt_two_pow_self.le) hr.le
```

Q: A density matrix also has occupied states. What happens near one?

A: Particle-hole symmetry carries the result over. Expanding,

f(1 − z) = 3(1 − z)² − 2(1 − z)³ = 1 − 3z² + 2z³ = 1 − f(z).

By induction, the n-th iterate from z is one minus the n-th iterate from 1 − z. This is `e` in the proof. If |z − 1| < r, the orbit from 1 − z tends to 0, so the orbit from z tends to 1.

```lean
/-- A complex eigenvalue within `(√17 - 3)/4` of one is driven to one. -/
theorem tendsto_filled {z : ℂ} (hz : ‖z - 1‖ < basinRadius) :
    Tendsto (fun n => mcWeeny^[n] z) atTop (𝓝 1) := by
  -- particle-hole symmetry of the purification map
  have e : ∀ n : ℕ, 1 - mcWeeny^[n] (1 - z) = mcWeeny^[n] z := by
    intro n
    induction n with
    | zero => simp
    | succ n ih =>
      rw [Function.iterate_succ_apply', Function.iterate_succ_apply', ← ih]
      unfold mcWeeny
      ring
  rw [norm_sub_rev] at hz
  have h := (tendsto_empty hz).const_sub 1
  rw [sub_zero] at h
  exact h.congr e
```

Q: Is the disc the whole basin of attraction of zero?

A: No. What ends at r is the guarantee that no single step increases the modulus. For real x > r we have 2x² + 3x > 1, so

f(−x) = 3x² + 2x³ = x(3x + 2x²) > x.

Growth in one step does not exclude later convergence: −0.3 goes to 0.324, and from there the iterates decrease to zero.

```lean
/-- Beyond the radius the one-step contraction fails: on the negative real axis the modulus
grows in the first step. -/
theorem expands_outside {x : ℝ} (hx : basinRadius < x) :
    ‖-(x : ℂ)‖ < ‖mcWeeny (-(x : ℂ))‖ := by
  obtain ⟨h5, hq⟩ := basinRadius_spec
  have hx0 : 0 < x := by linarith
  have e : mcWeeny (-(x : ℂ)) = ((3 * x ^ 2 + 2 * x ^ 3 : ℝ) : ℂ) := by
    unfold mcWeeny
    push_cast
    ring
  have h1 : 1 < 2 * x ^ 2 + 3 * x := by nlinarith
  rw [e, norm_neg, Complex.norm_real, Complex.norm_real, Real.norm_of_nonneg hx0.le,
    Real.norm_of_nonneg (by positivity : 0 ≤ 3 * x ^ 2 + 2 * x ^ 3)]
  nlinarith [mul_pos hx0 (sub_pos.2 h1)]
```

Q: Then what goes wrong if I drop the condition on the modulus altogether?

A: Start from −1/2:

f(−1/2) = 3/4 + 1/4 = 1.

Since f(1) = 1, a state that should have been emptied is filled, and stays filled.

Q: So far these are scalars. Why may I treat the eigenvalues of a matrix one at a time?

A: Because TS = 1 removes the inner factors. For any square matrix X of the same size,

(SXT)² = SX(TS)XT = SX²T,

and likewise (SXT)³ = SX³T, so f(SXT) = S f(X) T. On a diagonal matrix f acts entry by entry. By induction, n steps on P give

S diag(f^n(d_i)) T,

where f^n means f applied n times. The eigenvectors never change. The local facts `conj` and `diag` in the proof are these two observations.

```lean
variable {ι : Type*} [Fintype ι] [DecidableEq ι]

/-- Purifying a diagonalizable matrix purifies each eigenvalue separately and leaves the left
and right eigenvectors unchanged. -/
theorem iterate_matrix {S T : Matrix ι ι ℂ} (h : T * S = 1) (d : ι → ℂ) (n : ℕ) :
    mcWeeny^[n] (S * diagonal d * T) = S * diagonal (fun i => mcWeeny^[n] (d i)) * T := by
  have conj : ∀ X : Matrix ι ι ℂ, mcWeeny (S * X * T) = S * mcWeeny X * T := by
    intro X
    have h2 : (S * X * T) ^ 2 = S * X ^ 2 * T := by
      calc (S * X * T) ^ 2 = S * X * (T * S) * X * T := by noncomm_ring
        _ = S * X ^ 2 * T := by rw [h, mul_one]; noncomm_ring
    have h3 : (S * X * T) ^ 3 = S * X ^ 3 * T := by
      calc (S * X * T) ^ 3 = (S * X * T) ^ 2 * (S * X * T) := pow_succ _ _
        _ = S * X ^ 2 * (T * S) * X * T := by rw [h2]; noncomm_ring
        _ = S * X ^ 3 * T := by rw [h, mul_one]; noncomm_ring
    unfold mcWeeny
    rw [h2, h3]
    noncomm_ring
  have diag : ∀ v : ι → ℂ, mcWeeny (diagonal v) = diagonal (fun i => mcWeeny (v i)) := by
    intro v
    have e : ∀ D : Matrix ι ι ℂ,
        mcWeeny D = D * D + D * D + D * D - (D * D * D + D * D * D) := by
      intro D
      unfold mcWeeny
      noncomm_ring
    rw [e]
    simp only [diagonal_mul_diagonal, diagonal_add, diagonal_sub]
    refine congrArg diagonal (funext fun i => ?_)
    unfold mcWeeny
    ring
  induction n with
  | zero => rfl
  | succ n ih =>
    rw [Function.iterate_succ_apply', ih, conj, diag]
    simp only [Function.iterate_succ_apply']
```

Q: Now state the matrix result in words.

A: Suppose TS = 1, every d_i with i in `occ` satisfies |d_i − 1| < r, and every other d_i satisfies |d_i| < r. Then the purified matrices converge, entry by entry, to `occupiedProjector S T occ`. The proof takes the scalar limit for each i, then uses the continuity of v ↦ S diag(v) T, and identifies the result with the matrix iterates by the previous theorem.

```lean
/-- If the eigenvalues of a diagonalizable, possibly non-Hermitian trial density matrix lie in
the disc about one for `occ` and in the disc about zero otherwise, then McWeeny purification
converges to the matrix with occupations one and zero and the same eigenvectors. -/
theorem purification_converges {S T : Matrix ι ι ℂ} (h : T * S = 1) (d : ι → ℂ)
    (occ : Finset ι) (hfull : ∀ i ∈ occ, ‖d i - 1‖ < basinRadius)
    (hempty : ∀ i ∉ occ, ‖d i‖ < basinRadius) :
    Tendsto (fun n => mcWeeny^[n] (S * diagonal d * T)) atTop
      (𝓝 (occupiedProjector S T occ)) := by
  have hd : Tendsto (fun (n : ℕ) (i : ι) => mcWeeny^[n] (d i)) atTop
      (𝓝 (fun i => if i ∈ occ then (1 : ℂ) else 0)) := by
    refine tendsto_pi_nhds.mpr fun i => ?_
    by_cases hi : i ∈ occ
    · simp only [if_pos hi]
      exact tendsto_filled (hfull i hi)
    · simp only [if_neg hi]
      exact tendsto_empty (hempty i hi)
  -- the matrix depends continuously on its eigenvalues
  have hc : Continuous (fun v : ι → ℂ => S * diagonal v * T) :=
    (continuous_const.matrix_mul continuous_id.matrix_diagonal).matrix_mul continuous_const
  unfold occupiedProjector
  exact ((hc.tendsto _).comp hd).congr fun n => (iterate_matrix h d n).symm
```

Q: Does biorthonormality matter, or is it only a convenient normalisation?

A: It matters. Take one state, with S = 2, T = 1, d = 1 and the state in `occ`. The eigenvalue condition holds for d, but the matrix is the number 2, and the limit formula also gives 2. Yet f(2) = 12 − 16 = −4, so 2 is not even a fixed point and cannot be the limit.

Q: In what sense is the limit a density matrix? It need not be Hermitian.

A: It is idempotent and has the right trace:

(SDT)(SDT) = SD(TS)DT = SD²T = SDT,

tr(SDT) = tr(TSD) = tr D = number of elements of `occ`.

In general it is an oblique projector, not an orthogonal one. The electron number is fixed by which disc each initial eigenvalue lies in; the theorem does not ask the initial trace to equal it.

```lean
/-- If `T * S = 1`, then `occupiedProjector S T occ` is idempotent, and its trace is the number of
elements of `occ`. -/
theorem occupiedProjector_spec {S T : Matrix ι ι ℂ} (h : T * S = 1) (occ : Finset ι) :
    occupiedProjector S T occ * occupiedProjector S T occ = occupiedProjector S T occ ∧
      (occupiedProjector S T occ).trace = (occ.card : ℂ) := by
  unfold occupiedProjector
  constructor
  · set D : Matrix ι ι ℂ := diagonal (fun i => if i ∈ occ then (1 : ℂ) else 0) with hD
    have hDD : D * D = D := by
      rw [hD, diagonal_mul_diagonal]
      refine congrArg diagonal (funext fun i => ?_)
      split_ifs <;> simp
    calc S * D * T * (S * D * T) = S * D * (T * S) * D * T := by noncomm_ring
      _ = S * (D * D) * T := by rw [h, mul_one, mul_assoc S D D]
      _ = S * D * T := by rw [hDD]
  · rw [trace_mul_comm, ← Matrix.mul_assoc, h, Matrix.one_mul, trace_diagonal]
    simp
```

Q: Can a truly non-Hermitian matrix with complex eigenvalues satisfy all this?

A: Yes. The rows of S are (1, 1) and (0, 1), those of T are (1, −1) and (0, 1), and the eigenvalues are d_0 = i/5 and d_1 = 1 + i/5, where i is now the imaginary unit and not an index. Each lies at distance 1/5 < r from its target. The product S diag(d) T has rows (i/5, 1) and (0, 1 + i/5), and its off-diagonal entries show that it is not Hermitian. With `occ` containing only index 1, the limit has both rows equal to (0, 1): idempotent, of trace 1, and not Hermitian. The last theorem checks the hypotheses for this example.

```lean
/-- A non-Hermitian two-level matrix with eigenvalues `i/5` and `1 + i/5` meets the
hypotheses of the convergence theorem. -/
theorem purification_converges_witness :
    (!![1, -1; 0, 1] : Matrix (Fin 2) (Fin 2) ℂ) * !![1, 1; 0, 1] = 1 ∧
    ‖Complex.I / 5‖ < basinRadius ∧ ‖(1 + Complex.I / 5) - 1‖ < basinRadius ∧
    (!![1, 1; 0, 1] : Matrix (Fin 2) (Fin 2) ℂ) * diagonal ![Complex.I / 5, 1 + Complex.I / 5]
      * !![1, -1; 0, 1] = !![Complex.I / 5, 1; 0, 1 + Complex.I / 5] ∧
    ¬ (!![Complex.I / 5, 1; 0, 1 + Complex.I / 5] : Matrix (Fin 2) (Fin 2) ℂ).IsHermitian := by
  have hI : ‖Complex.I / 5‖ < basinRadius := by
    have h : ‖Complex.I / 5‖ = 1 / 5 := by
      rw [norm_div, Complex.norm_I]
      norm_num
    rw [h]
    exact basinRadius_spec.1
  refine ⟨?_, hI, ?_, ?_, ?_⟩
  · ext i j
    fin_cases i <;> fin_cases j <;> simp [Matrix.mul_apply, Fin.sum_univ_two]
  · rw [add_sub_cancel_left]
    exact hI
  · ext i j
    fin_cases i <;> fin_cases j <;>
      simp [Matrix.mul_apply, Fin.sum_univ_two, Matrix.vecMul_diagonal]
  · intro h
    have h01 := h.apply 0 1
    simp at h01

end

end McWeenyComplexBasin
```

```lean
#print axioms McWeenyComplexBasin.tendsto_empty
#print axioms McWeenyComplexBasin.expands_outside
#print axioms McWeenyComplexBasin.purification_converges
#print axioms McWeenyComplexBasin.occupiedProjector_spec
```

```
'McWeenyComplexBasin.tendsto_empty' depends on axioms: [propext, Classical.choice, Quot.sound]
'McWeenyComplexBasin.expands_outside' depends on axioms: [propext, Classical.choice, Quot.sound]
'McWeenyComplexBasin.purification_converges' depends on axioms: [propext, Classical.choice, Quot.sound]
'McWeenyComplexBasin.occupiedProjector_spec' depends on axioms: [propext, Classical.choice, Quot.sound]
```

Q: What does this tell someone running a linear-scaling electronic-structure code?

A: If truncation breaks Hermiticity and moves eigenvalues into the complex plane, the theorem gives discs from which purification still drives the eigenvalues to zero and one, though not necessarily the matrix to a Hermitian one, for a finite diagonalizable matrix iterated in exact arithmetic. It does not cover truncation or rounding repeated at every step, and it does not say how to construct a trial matrix whose eigenvalues lie in the discs.

Q: Could you have avoided assuming diagonalizability?

A: Yes, by taking an arbitrary complex matrix and requiring only that its spectrum lie in the two discs. That would admit Jordan blocks, and the limit would be described as the spectral projector for the eigenvalues near one, without reference to a chosen S and T. The scalar limits alone would then not finish the proof. One route is to control derivatives of the iterates of f at the eigenvalues as well as their values, since a function of a Jordan block of size two or more contains both. The present version needs only the scalar limits, at the price of excluding defective matrices.
